# Bounds on the noise constant g₀(1 + e⁻ˣ)/(1 − e⁻ˣ) for a step of x correlation times

The declaration concerns the noise constant C = g₀(1 + a)/(1 − a) at a = e⁻ˣ, where x is the step measured in correlation times. For every real x > 0 and g₀ ≥ 0 it states that g₀(1 + e⁻ˣ) ≤ xC ≤ g₀(2 + x). This is an inequality between real numbers; no random process enters the statement. The attempt first shows that e⁻ˣ < 1, so that the denominator is positive, and derives two further inequalities from the bound y + 1 ≤ eʸ, taken at y = −x and y = x. It then multiplies out the denominator and leaves each side of the estimate to `nlinarith`.

In Lean, a first try:

```lean
import Mathlib

open Filter Topology MeasureTheory ProbabilityTheory

namespace NoiseConstantBounds

noncomputable section

variable {Ω : Type*} [MeasurableSpace Ω] {μ : Measure Ω} {X : ℕ → Ω → ℝ} {g₀ a : ℝ}

/-- The noise constant `g₀ (1 + a) / (1 - a)`, for `a ≠ 1`. -/
def noiseConstant (g₀ a : ℝ) : ℝ := g₀ * (1 + a) / (1 - a)

/-- For a step of `x > 0` correlation times and `g₀ ≥ 0`, the noise constant times `x` lies
between `g₀ (1 + exp (-x))` and `g₀ (2 + x)`. -/
theorem noiseConstant_bounds (hg : 0 ≤ g₀) {x : ℝ} (hx : 0 < x) :
    g₀ * (1 + Real.exp (-x)) ≤ x * noiseConstant g₀ (Real.exp (-x)) ∧
      x * noiseConstant g₀ (Real.exp (-x)) ≤ g₀ * (2 + x) := by
  have hlt : Real.exp (-x) < 1 := Real.exp_lt_one (by linarith)
  have hpos := Real.exp_pos (-x)
  have hlow : 0 ≤ x - (1 - Real.exp (-x)) := by linarith [Real.add_one_le_exp (-x)]
  have hup : 0 ≤ 1 - Real.exp (-x) - x * Real.exp (-x) := by
    have h1 := mul_le_mul_of_nonneg_left (Real.add_one_le_exp x) hpos.le
    rw [← Real.exp_add, neg_add_cancel, Real.exp_zero] at h1
    linarith
  have hd : 0 < 1 - Real.exp (-x) := by linarith
  rw [noiseConstant, ← mul_div_assoc]
  constructor
  · rw [le_div_iff₀ hd]
    nlinarith [mul_nonneg (mul_nonneg hg (by linarith : 0 ≤ 1 + Real.exp (-x))) hlow]
  · rw [div_le_iff₀ hd]
    nlinarith [mul_nonneg hg hup]

end

end NoiseConstantBounds
```

Lean reports:

```
Main.lean:19:34: error(lean.unknownIdentifier): Unknown constant `Real.exp_lt_one`
```

Cause. The single message says that Lean knows no constant called `Real.exp_lt_one`. The proof of `hlt`, the claim that e⁻ˣ < 1, calls a lemma by that name, and the name does not exist in the Mathlib being imported. The claim itself is true, and the message reports no fault in the inequalities that follow.

The repair uses `Real.exp_lt_one_iff`, which states an equivalence: the exponential of a real number is less than 1 exactly when that number is negative. An equivalence cannot be applied directly to a proof of one side, so `.mpr` selects the direction from right to left, from negativity to the bound on the exponential. Here the number is `-x`, so what remains to be shown is `-x < 0`, and the unchanged `by linarith` obtains this from the hypothesis `hx : 0 < x`. Nothing else in the proof changes.

The repair, with which the file compiles:

```diff
@@ -17,5 +17,5 @@
     g₀ * (1 + Real.exp (-x)) ≤ x * noiseConstant g₀ (Real.exp (-x)) ∧
       x * noiseConstant g₀ (Real.exp (-x)) ≤ g₀ * (2 + x) := by
-  have hlt : Real.exp (-x) < 1 := Real.exp_lt_one (by linarith)
+  have hlt : Real.exp (-x) < 1 := Real.exp_lt_one_iff.mpr (by linarith)
   have hpos := Real.exp_pos (-x)
   have hlow : 0 ≤ x - (1 - Real.exp (-x)) := by linarith [Real.add_one_le_exp (-x)]
```
